# To first order, a constant exchange kernel splits a Wannier exciton by 2JV/(πa³) when its contact density is that of a 1s envelope

In a semiconductor, an electron and a hole can bind into an exciton spread over many unit cells. In a model that keeps only exchange within one cell, with exchange integral J > 0, the singlet is raised above the triplet, to first order in J, in proportion to the probability that the two particles meet in the same cell. With a k-independent exchange kernel and a hydrogenic envelope of radius a, I expect a splitting of 2JV/(πa³), where V is the cell volume. The argument moves from a discrete k-mesh to a continuum wavefunction, and I would like to see that made rigorous and machine-checked. What exactly has to be assumed?

## From the k-mesh to the contact density

The assumption that links the two descriptions is a matching condition at zero electron-hole separation. The rest is a finite Fourier calculation and one radial integral.

Take a periodic d-dimensional mesh with N points per direction. Let A(k) be the exciton amplitudes, φ(k,R) = exp(2πi k·R/N) the lattice plane waves, and R the electron-hole separation. The envelope is

F(R) = N^(−d/2) Σ_k A(k) φ(k,R).

The sum of φ(k,R) over R factorises into one geometric sum per direction. Each gives N if that component of k is zero, and 0 otherwise, so

Σ_R φ(k,R) = N^d if k = 0, and 0 otherwise.

Since φ(k,R) φ(k′,R)* = φ(k−k′,R), only k = k′ survives in the norm:

Σ_R |F(R)|² = N^(−d) Σ_k Σ_k′ A(k) A(k′)* Σ_R φ(k−k′,R) = Σ_k |A(k)|².

The exchange kernel K has every entry equal to 2J/N^d. Because φ(k,0) = 1,

⟨K⟩ = (2J/N^d) |Σ_k A(k)|² = 2J |F(0)|².

This is the splitting ⟨H+K⟩ − ⟨H⟩ for any H. For a normalised state, |F(0)|² = 1 − Σ_{R≠0} |F(R)|². If J > 0, the splitting is therefore at most 2J, with equality exactly when F vanishes at every R ≠ 0.

For the continuum envelope ψ(r) = C exp(−r/a),

∫₀^∞ 4πr² ψ(r)² dr = 4πC² · 2/(2/a)³ = πa³C².

Normalisation thus means ψ(0)² = C² = 1/(πa³). Matching |F(0)|² = Vψ(0)² gives

splitting = 2J |F(0)|² = 2JV/(πa³).

Since |F(0)|² ≤ 1, matching also forces V ≤ πa³.

## What the theorems say about the exciton

`Mesh d N` labels both crystal momenta and separations; `envelope` is F, and `exchangeKernel J` is K. `energy` is the real part of the expectation value, and `exchangeSplitting` subtracts the triplet energy from the singlet energy in the same state A. If H is Hermitian and A is a normalised eigenstate of H with a nondegenerate eigenvalue, this is the first-order shift of that level. It is not defined as a difference between separately solved eigenvalues.

In `wannier_exchange_splitting` the mesh is three-dimensional, `hA` normalises A, `hψ` normalises the 1s profile, and `hm` is the matching condition. Physically, `hm` equates the probability of finding both particles in one cell with the continuum contact density times the cell volume, a reasonable approximation when the envelope varies slowly across a cell. It is assumed, not derived, and constrains F only at R = 0.

The constant J stands for a short-range exchange integral; long-range dipolar exchange is absent. The factor 2 for the singlet and the zero for the triplet are inputs, since spin is not modelled.

`wannier_exchange_splitting_witness` shows that the normalisation and matching conditions are consistent for every a > 0: put all amplitude at k = 0 and take V = πa³/N³. The envelope of this state has the same value at every R, so it is a consistency check, not a model of a bound 1s exciton.

Within this constant-kernel model of the Bethe-Salpeter equation, and under the matching condition, the first-order splitting scales as a⁻³ at fixed J and V.

In Lean 4 with Mathlib:

```lean
import Mathlib

open Matrix ComplexConjugate

namespace ExcitonExchange

noncomputable section

variable {d N : ℕ} [NeZero N]

/-- Points of a periodic `d`-dimensional mesh with `N` points per direction; they label
crystal momenta as well as electron-hole separations. -/
abbrev Mesh (d N : ℕ) := Fin d → ZMod N

/-- The lattice plane wave `exp(2πi k·R/N)`. -/
def phase (k R : Mesh d N) : ℂ := ZMod.stdAddChar (N := N) (k ⬝ᵥ R)

/-- The exciton envelope at electron-hole separation `R`: the unitary discrete Fourier
transform of the amplitudes `A k`. -/
def envelope (A : Mesh d N → ℂ) (R : Mesh d N) : ℂ :=
  (∑ k, A k * phase k R) / (Real.sqrt ((N : ℝ) ^ d) : ℂ)

/-- The constant exchange kernel `2J/N^d` between any two crystal momenta. -/
def exchangeKernel (J : ℝ) : Matrix (Mesh d N) (Mesh d N) ℂ :=
  Matrix.of fun _ _ => ((2 * J / (N : ℝ) ^ d : ℝ) : ℂ)

/-- The real part of the expectation value of `H` in the state with amplitudes `A`. -/
def energy (H : Matrix (Mesh d N) (Mesh d N) ℂ) (A : Mesh d N → ℂ) : ℝ :=
  (star A ⬝ᵥ H *ᵥ A).re

/-- Singlet energy (with exchange) minus triplet energy (without) in the same state `A`. -/
def exchangeSplitting (H : Matrix (Mesh d N) (Mesh d N) ℂ) (J : ℝ) (A : Mesh d N → ℂ) : ℝ :=
  energy (H + exchangeKernel J) A - energy H A

/-- The hydrogenic 1s profile with amplitude `C` and radius `a`. -/
def hydrogenic (C a r : ℝ) : ℝ := C * Real.exp (-r / a)

/-- Summed over all lattice separations, a plane wave vanishes unless `k = 0`. -/
theorem phase_sum (k : Mesh d N) :
    ∑ R, phase k R = if k = 0 then (N : ℂ) ^ d else 0 := by
  have hm : ∀ (s : Finset (Fin d)) (f : Fin d → ZMod N),
      ZMod.stdAddChar (N := N) (∑ i ∈ s, f i) = ∏ i ∈ s, ZMod.stdAddChar (N := N) (f i) := by
    intro s f
    induction s using Finset.induction_on with
    | empty => rw [Finset.sum_empty, Finset.prod_empty, AddChar.map_zero_eq_one]
    | insert a s ha ih =>
      rw [Finset.sum_insert ha, Finset.prod_insert ha, AddChar.map_add_eq_mul, ih]
  have h : ∀ R : Mesh d N, phase k R = ∏ i, ZMod.stdAddChar (N := N) (R i * k i) := by
    intro R
    rw [phase, dotProduct, hm]
    exact Finset.prod_congr rfl (fun i _ => by rw [mul_comm])
  have hs : ∀ b : ZMod N, ∑ x : ZMod N, ZMod.stdAddChar (N := N) (x * b)
      = if b = 0 then (N : ℂ) else 0 := by
    intro b
    rw [AddChar.sum_mulShift b (ZMod.isPrimitive_stdAddChar N)]
    split_ifs <;> simp [ZMod.card]
  -- the lattice sum factorises into one sum per direction
  have hp : ∑ R : Mesh d N, ∏ i, ZMod.stdAddChar (N := N) (R i * k i)
      = ∏ i, ∑ x : ZMod N, ZMod.stdAddChar (N := N) (x * k i) := by
    rw [Finset.prod_univ_sum, Fintype.piFinset_univ]
  simp only [h]
  rw [hp]
  simp only [hs]
  by_cases hk : k = 0
  · subst hk
    simp
  · obtain ⟨i, hi⟩ := Function.ne_iff.mp hk
    rw [if_neg hk]
    exact Finset.prod_eq_zero (Finset.mem_univ i) (if_neg hi)

/-- The envelope density in terms of the unnormalised Fourier sum. -/
theorem norm_sq_envelope (A : Mesh d N → ℂ) (R : Mesh d N) :
    ‖envelope A R‖ ^ 2 = ‖∑ k, A k * phase k R‖ ^ 2 / (N : ℝ) ^ d := by
  rw [envelope, norm_div, div_pow, Complex.norm_real, Real.norm_eq_abs, sq_abs,
    Real.sq_sqrt (by positivity)]

/-- Parseval: the envelope has the same norm as the momentum amplitudes. -/
theorem envelope_parseval (A : Mesh d N → ℂ) :
    ∑ R, ‖envelope A R‖ ^ 2 = ∑ k, ‖A k‖ ^ 2 := by
  have hc : ∀ k k' R : Mesh d N, phase k R * conj (phase k' R) = phase (k - k') R := by
    intro k k' R
    unfold phase
    rw [← AddChar.map_neg_eq_conj, ← AddChar.map_add_eq_mul, sub_dotProduct, sub_eq_add_neg]
  have key : ∑ R, (∑ k, A k * phase k R) * conj (∑ k, A k * phase k R)
      = (N : ℂ) ^ d * ∑ k, A k * conj (A k) := by
    calc _ = ∑ R, ∑ k, ∑ k', A k * conj (A k') * phase (k - k') R := by
          refine Finset.sum_congr rfl fun R _ => ?_
          rw [map_sum, Finset.sum_mul_sum]
          refine Finset.sum_congr rfl fun k _ => Finset.sum_congr rfl fun k' _ => ?_
          rw [map_mul, ← hc]
          ring
      _ = ∑ k, ∑ k', A k * conj (A k') * ∑ R, phase (k - k') R := by
          rw [Finset.sum_comm]
          refine Finset.sum_congr rfl fun k _ => ?_
          rw [Finset.sum_comm]
          refine Finset.sum_congr rfl fun k' _ => ?_
          rw [Finset.mul_sum]
      _ = _ := by
          -- only the diagonal k = k' survives
          rw [Finset.mul_sum]
          refine Finset.sum_congr rfl fun k _ => ?_
          rw [Finset.sum_eq_single k]
          · rw [phase_sum, if_pos (sub_self k)]
            ring
          · intro k' _ h
            rw [phase_sum, if_neg (sub_ne_zero.mpr h.symm), mul_zero]
          · simp
  simp only [Complex.mul_conj'] at key
  have key' : ∑ R, ‖∑ k, A k * phase k R‖ ^ 2 = (N : ℝ) ^ d * ∑ k, ‖A k‖ ^ 2 := by
    exact_mod_cast key
  have hN : (0 : ℝ) < N := Nat.cast_pos.mpr (NeZero.pos N)
  simp only [norm_sq_envelope]
  rw [← Finset.sum_div, key', mul_div_cancel_left₀ _ (pow_pos hN d).ne']

/-- The constant kernel has expectation value `2J |F(0)|²`. -/
theorem exchange_expectation (J : ℝ) (A : Mesh d N → ℂ) :
    star A ⬝ᵥ exchangeKernel J *ᵥ A = ((2 * J * ‖envelope A 0‖ ^ 2 : ℝ) : ℂ) := by
  have hS : ∑ k, A k * phase k 0 = ∑ k, A k := by simp [phase]
  have h : star A ⬝ᵥ exchangeKernel J *ᵥ A
      = ((2 * J / (N : ℝ) ^ d : ℝ) : ℂ) * (conj (∑ k, A k) * ∑ k, A k) := by
    rw [map_sum, Finset.sum_mul, Finset.mul_sum]
    simp only [dotProduct, mulVec, exchangeKernel, Matrix.of_apply, Pi.star_apply]
    refine Finset.sum_congr rfl fun k _ => ?_
    rw [← Finset.mul_sum, starRingEnd_apply]
    ring
  rw [h, norm_sq_envelope, hS, Complex.conj_mul']
  push_cast
  ring

/-- For every `H`, the exchange splitting is `2J` times the envelope density at zero
electron-hole separation. -/
theorem exchangeSplitting_eq (H : Matrix (Mesh d N) (Mesh d N) ℂ) (J : ℝ)
    (A : Mesh d N → ℂ) : exchangeSplitting H J A = 2 * J * ‖envelope A 0‖ ^ 2 := by
  unfold exchangeSplitting energy
  rw [add_mulVec, dotProduct_add, exchange_expectation, Complex.add_re, Complex.ofReal_re]
  ring

/-- For `J > 0` a normalised exciton splits by at most `2J`, with equality exactly when its
envelope vanishes at every nonzero electron-hole separation. -/
theorem exchangeSplitting_le (H : Matrix (Mesh d N) (Mesh d N) ℂ) {J : ℝ} (hJ : 0 < J)
    (A : Mesh d N → ℂ) (hA : ∑ k, ‖A k‖ ^ 2 = 1) :
    exchangeSplitting H J A ≤ 2 * J ∧
      (exchangeSplitting H J A = 2 * J ↔ ∀ R, R ≠ 0 → envelope A R = 0) := by
  have hs : ‖envelope A 0‖ ^ 2 + ∑ R ∈ Finset.univ.erase 0, ‖envelope A R‖ ^ 2 = 1 :=
    (Finset.add_sum_erase Finset.univ (fun R => ‖envelope A R‖ ^ 2)
      (Finset.mem_univ 0)).trans ((envelope_parseval A).trans hA)
  have h0 : 0 ≤ ∑ R ∈ Finset.univ.erase 0, ‖envelope A R‖ ^ 2 :=
    Finset.sum_nonneg fun _ _ => sq_nonneg _
  rw [exchangeSplitting_eq]
  refine ⟨by nlinarith, fun h R hR => ?_, fun h => ?_⟩
  · have h1 : ‖envelope A 0‖ ^ 2 = 1 :=
      mul_left_cancel₀ (by positivity : 2 * J ≠ 0) (by linarith)
    have hz : ∑ R ∈ Finset.univ.erase 0, ‖envelope A R‖ ^ 2 = 0 := by linarith
    have := (Finset.sum_eq_zero_iff_of_nonneg (fun _ _ => sq_nonneg _)).mp hz R
      (Finset.mem_erase.mpr ⟨hR, Finset.mem_univ R⟩)
    simpa using this
  · have hz : ∑ R ∈ Finset.univ.erase 0, ‖envelope A R‖ ^ 2 = 0 :=
      Finset.sum_eq_zero fun R hR => by
        rw [h R (Finset.ne_of_mem_erase hR)]
        simp
    have h1 : ‖envelope A 0‖ ^ 2 = 1 := by linarith
    rw [h1, mul_one]

/-- The hydrogenic profile is normalised in three dimensions exactly when its density at the
origin is `1/(πa³)`. -/
theorem hydrogenic_normalised_iff {a : ℝ} (ha : 0 < a) (C : ℝ) :
    ∫ r in Set.Ioi (0 : ℝ), 4 * Real.pi * r ^ 2 * hydrogenic C a r ^ 2 = 1 ↔
      hydrogenic C a 0 ^ 2 = 1 / (Real.pi * a ^ 3) := by
  have h := Real.integral_rpow_mul_exp_neg_mul_Ioi (a := 3) (r := 2 / a)
    (by norm_num) (by positivity)
  have hG : Real.Gamma 3 = 2 := by
    rw [show (3 : ℝ) = ((2 : ℕ) : ℝ) + 1 by norm_num, Real.Gamma_nat_eq_factorial]
    norm_num [Nat.factorial]
  have e3 : (1 / (2 / a)) ^ (3 : ℝ) = (a / 2) ^ 3 := by
    rw [show (3 : ℝ) = ((3 : ℕ) : ℝ) by norm_num, Real.rpow_natCast, one_div_div]
  -- the radial integral is a Gamma integral
  have hI : ∫ r in Set.Ioi (0 : ℝ), 4 * Real.pi * r ^ 2 * hydrogenic C a r ^ 2
      = Real.pi * a ^ 3 * C ^ 2 := by
    calc _ = ∫ r in Set.Ioi (0 : ℝ), (4 * Real.pi * C ^ 2) *
          (r ^ ((3 : ℝ) - 1) * Real.exp (-(2 / a * r))) := by
          refine MeasureTheory.setIntegral_congr_fun measurableSet_Ioi fun r _ => ?_
          have e1 : r ^ ((3 : ℝ) - 1) = r ^ 2 := by
            rw [show (3 : ℝ) - 1 = ((2 : ℕ) : ℝ) by norm_num, Real.rpow_natCast]
          have e2 : Real.exp (-(2 / a * r)) = Real.exp (-r / a) ^ 2 := by
            rw [← Real.exp_nat_mul]
            congr 1
            push_cast
            ring
          simp only [hydrogenic, e1, e2]
          ring
      _ = _ := by
          rw [MeasureTheory.integral_const_mul, h, hG, e3]
          ring
  have hC : hydrogenic C a 0 = C := by simp [hydrogenic]
  rw [hI, hC, eq_div_iff (by positivity)]
  constructor <;> intro h <;> linarith

/-- If the density of a normalised lattice exciton at zero separation is the cell volume `V`
times that of a normalised hydrogenic envelope of radius `a`, the exchange splitting is
`2JV/(πa³)`, and `V ≤ πa³`. -/
theorem wannier_exchange_splitting (H : Matrix (Mesh 3 N) (Mesh 3 N) ℂ) (J : ℝ)
    (A : Mesh 3 N → ℂ) (hA : ∑ k, ‖A k‖ ^ 2 = 1) {a C V : ℝ} (ha : 0 < a)
    (hψ : ∫ r in Set.Ioi (0 : ℝ), 4 * Real.pi * r ^ 2 * hydrogenic C a r ^ 2 = 1)
    (hm : ‖envelope A 0‖ ^ 2 = V * hydrogenic C a 0 ^ 2) :
    exchangeSplitting H J A = 2 * J * V / (Real.pi * a ^ 3) ∧ V ≤ Real.pi * a ^ 3 := by
  have h0 := (hydrogenic_normalised_iff ha C).mp hψ
  have h1 : ‖envelope A 0‖ ^ 2 ≤ 1 :=
    (Finset.single_le_sum (f := fun R => ‖envelope A R‖ ^ 2) (fun _ _ => sq_nonneg _)
      (Finset.mem_univ 0)).trans_eq ((envelope_parseval A).trans hA)
  constructor
  · rw [exchangeSplitting_eq, hm, h0]
    ring
  · rw [hm, h0, mul_one_div, div_le_one (by positivity)] at h1
    exact h1

/-- The amplitude concentrated at `k = 0`. -/
def zoneCentre : Mesh d N → ℂ := fun k => if k = 0 then 1 else 0

/-- The amplitude concentrated at `k = 0`, with cell volume `πa³/N³`, meets the normalisation
and matching conditions for every radius `a > 0`. -/
theorem wannier_exchange_splitting_witness {a : ℝ} (ha : 0 < a) :
    ∑ k, ‖(zoneCentre : Mesh 3 N → ℂ) k‖ ^ 2 = 1 ∧
    ∫ r in Set.Ioi (0 : ℝ), 4 * Real.pi * r ^ 2 *
      hydrogenic (Real.sqrt (1 / (Real.pi * a ^ 3))) a r ^ 2 = 1 ∧
    ‖envelope (zoneCentre : Mesh 3 N → ℂ) 0‖ ^ 2 = Real.pi * a ^ 3 / (N : ℝ) ^ 3 *
      hydrogenic (Real.sqrt (1 / (Real.pi * a ^ 3))) a 0 ^ 2 := by
  have hN : (N : ℝ) ≠ 0 := Nat.cast_ne_zero.mpr (NeZero.ne N)
  have hC : hydrogenic (Real.sqrt (1 / (Real.pi * a ^ 3))) a 0 ^ 2
      = 1 / (Real.pi * a ^ 3) := by
    rw [hydrogenic, neg_zero, zero_div, Real.exp_zero, mul_one, Real.sq_sqrt (by positivity)]
  refine ⟨?_, (hydrogenic_normalised_iff ha _).mpr hC, ?_⟩
  · rw [Finset.sum_eq_single 0]
    · simp [zoneCentre]
    · intro k _ hk
      simp [zoneCentre, hk]
    · simp
  · have hS : ∑ k, (zoneCentre : Mesh 3 N → ℂ) k * phase k 0 = 1 := by
      simp [zoneCentre, phase]
    rw [norm_sq_envelope, hS, hC, norm_one, one_pow]
    have hπ := Real.pi_ne_zero
    field_simp

end

end ExcitonExchange
```

```lean
#print axioms ExcitonExchange.exchangeSplitting_le
#print axioms ExcitonExchange.wannier_exchange_splitting
```

```
'ExcitonExchange.exchangeSplitting_le' depends on axioms: [propext, Classical.choice, Quot.sound]
'ExcitonExchange.wannier_exchange_splitting' depends on axioms: [propext, Classical.choice, Quot.sound]
```

## How the proof follows the calculation

`phase_sum` turns the character of a dot product into a product, exchanges product and sum with `Finset.prod_univ_sum`, and applies one-dimensional orthogonality. `envelope_parseval` combines the phases in `hc`, reorders the sums, and keeps the diagonal term with `Finset.sum_eq_single`.

`exchange_expectation` factors the double sum into |Σ_k A(k)|², and `exchangeSplitting_eq` cancels H by linearity. For the bound, `exchangeSplitting_le` separates R = 0 from the Parseval sum; equality makes the remaining sum of nonnegative terms zero, hence each term zero.

`hydrogenic_normalised_iff` evaluates the radial integral as a Gamma integral with Γ(3) = 2. The main theorem substitutes the contact density into the splitting, and gets the volume bound from Parseval, since one term of the sum cannot exceed the total.
